# The lowest band energy per site of free spinless fermions on the infinite chain, with nearest-neighbour hopping $t\ge 0$ and filling $n$, is $-(2t/\pi)\sin(\pi n)$

Q: Take one spinless fermion and two levels, at energies $-2t$ and $+2t$ with $t\ge 0$. If a fraction $x$ of the particle sits in the upper level, the energy is $-2t(1-x)+2tx=-2t+4tx$, so $x=0$ is best. Is there more to the infinite chain than that?

A: The mechanism is the same. Measure energies from a reference $\mu=0$ between the levels. Relative to the filled lower level, the occupations change by $-x$ and $+x$, and the cost is $(-2t)(-x)+(2t)(x)=4tx$. Each term is non-negative by itself. On the chain there is one such term for every momentum.

Q: Write it out for the chain.

A: With lattice spacing 1, hopping amplitude $-t$ between nearest neighbours and on-site energy zero, a plane wave of momentum $k$ has energy $\varepsilon(k)=-2t\cos k$. Let $f(k)\in[0,1]$ be the occupation on $[-\pi,\pi]$, with $\int f\,dk=2\pi n$ and $0\le n\le 1$. The energy per site is
$$E[f]=\frac1{2\pi}\int_{-\pi}^{\pi}\varepsilon(k)f(k)\,dk .$$
Let $F(k)$ be 1 for $|k|\le\pi n$ and 0 otherwise. Its integral is $2\pi n$, and
$$E[F]=\frac1{2\pi}\int_{-\pi n}^{\pi n}(-2t\cos k)\,dk=-\frac{2t}{\pi}\sin(\pi n).$$

Now set $\mu=\varepsilon(\pi n)$. Cosine decreases on $[0,\pi]$, so for $|k|\le\pi n$ we have $\varepsilon(k)\le\mu$ and $f(k)-F(k)=f(k)-1\le 0$. For $|k|>\pi n$ we have $\varepsilon(k)\ge\mu$ and $f(k)-F(k)=f(k)\ge 0$. Either way $(\varepsilon(k)-\mu)(f(k)-F(k))\ge 0$. Integrating gives
$$0\le\int_{-\pi}^{\pi}(\varepsilon-\mu)(f-F)\,dk=2\pi\,(E[f]-E[F])-\mu\,(2\pi n-2\pi n),$$
and the last term is zero. Hence $E[f]\ge E[F]$.

Q: Try it with numbers, on an occupation that isn't a step.

A: Take $t=1$, $n=1/2$ and $f(k)=(1+\cos k)/2$. Its integral is $\pi$, as required, and
$$E[f]=-\frac1{2\pi}\int_{-\pi}^{\pi}(\cos k+\cos^2 k)\,dk=-\frac12 .$$
The Fermi sea has $-2/\pi\approx-0.637$, which is lower by about $0.137$.

Q: My doubt is about the formal version. Minimisation could be hidden in a definition. What do the objects say?

A: The file first loads Mathlib and then defines the band.

```lean
import Mathlib

open MeasureTheory
open scoped Real

namespace ChainBathtub

noncomputable section

/-- The tight-binding band of the infinite chain with hopping `t`. -/
def band (t k : ℝ) : ℝ := -2 * t * Real.cos k
```

The sign convention puts the band minimum at $k=0$ when $t>0$. The cosine band is taken as the starting point and is not derived from a hopping Hamiltonian.

```lean
/-- A momentum occupation with filling `n`: a measurable function with values between
0 and 1 on `[-π, π]` whose integral there is `2πn`. -/
structure IsOccupation (n : ℝ) (f : ℝ → ℝ) : Prop where
  measurable : Measurable f
  pauli : ∀ k ∈ Set.Icc (-π) π, f k ∈ Set.Icc (0 : ℝ) 1
  filling : ∫ k in (-π)..π, f k = 2 * π * n
```

`IsOccupation n f` collects the conditions on $f$. The field `pauli` stands for the exclusion principle: a momentum state of spinless fermions holds between zero and one particle on average. The field `filling` fixes $n$ particles per site. Measurability is asked on the whole real line, but values of `f` outside $[-\pi,\pi]$ do not enter the bounds, the filling or the energy.

```lean
/-- The band energy per site of the occupation `f`. -/
def energy (t : ℝ) (f : ℝ → ℝ) : ℝ := (∫ k in (-π)..π, band t k * f k) / (2 * π)

/-- The Fermi sea: momenta with `|k| ≤ πn` are filled, all others are empty. -/
def fermiSea (n k : ℝ) : ℝ := if |k| ≤ π * n then 1 else 0

/-- The infimum of the energy per site over all occupations with filling `n`,
for `n` in `[0, 1]`. -/
def groundEnergy (t n : ℝ) : ℝ := sInf (energy t '' {f | IsOccupation n f})
```

`energy` is $E[f]$ and `fermiSea n` is $F$. `groundEnergy` is the infimum of $E$ over all occupations with filling $n$, and no sine appears in it. The sine formula and the convexity therefore both need proof.

Q: And which statements are then proved?

A: There are four main ones. `bathtub` says, for $t\ge 0$ and $n\in[0,1]$, that $-(2t/\pi)\sin(\pi n)$ is the energy of some occupation with filling $n$ and that no occupation with that filling has a lower one. `minimiser_unique` says, for $t>0$, that any minimiser equals the Fermi sea at almost every momentum. `groundEnergy_strictConvex` says, for $t>0$, that the minimum is strictly convex in $n$ on $[0,1]$. `chemical_potential` says, for $t\ge 0$ and $0<n<1$, that its derivative is $\varepsilon(\pi n)$.

Q: What physics is left out?

A: Spin, interactions and temperature. The chain is infinite from the start, so no limit of finite rings is taken, and a state enters only through its momentum occupation.

Q: Then take me through the proof. Where does the Fermi sea's energy come from?

A: The first lemma turns an integral against $F$ into an integral between the Fermi points, by writing the product as an indicator function. Applied to the constant 1 it gives the filling, and applied to the band it gives the energy.

```lean
/-- For filling `n` in `[0, 1]`, integrating a function of momentum against the Fermi sea
is integrating it between the two Fermi points. -/
theorem integral_mul_fermiSea {n : ℝ} (g : ℝ → ℝ) (hn : n ∈ Set.Icc (0 : ℝ) 1) :
    ∫ k in (-π)..π, g k * fermiSea n k = ∫ k in (-(π * n))..(π * n), g k := by
  have h0 : 0 ≤ π * n := mul_nonneg Real.pi_pos.le hn.1
  have h1 : π * n ≤ π := mul_le_of_le_one_right Real.pi_pos.le hn.2
  have hπ : -π ≤ π := by linarith [Real.pi_pos]
  have hF : -(π * n) ≤ π * n := by linarith
  have hg : (fun k => g k * fermiSea n k) = (Set.Icc (-(π * n)) (π * n)).indicator g := by
    funext k
    by_cases h : |k| ≤ π * n
    · rw [Set.indicator_of_mem (show k ∈ Set.Icc (-(π * n)) (π * n) from abs_le.mp h),
        fermiSea, if_pos h, mul_one]
    · rw [Set.indicator_of_notMem
        (show k ∉ Set.Icc (-(π * n)) (π * n) from fun h' => h (abs_le.mpr h')),
        fermiSea, if_neg h, mul_zero]
  rw [hg, intervalIntegral.integral_of_le hπ, intervalIntegral.integral_of_le hF,
    ← integral_Icc_eq_integral_Ioc, ← integral_Icc_eq_integral_Ioc,
    setIntegral_indicator measurableSet_Icc,
    Set.inter_eq_right.mpr (Set.Icc_subset_Icc (by linarith) h1)]

/-- For `n` in `[0, 1]` the Fermi sea is an occupation with filling `n`. -/
theorem isOccupation_fermiSea {n : ℝ} (hn : n ∈ Set.Icc (0 : ℝ) 1) :
    IsOccupation n (fermiSea n) := by
  refine ⟨?_, fun k _ => ?_, ?_⟩
  · show Measurable (fun k : ℝ => if |k| ≤ π * n then (1 : ℝ) else 0)
    exact Measurable.ite (measurableSet_le continuous_abs.measurable measurable_const)
      measurable_const measurable_const
  · unfold fermiSea
    split_ifs <;> simp
  · have h := integral_mul_fermiSea (fun _ => 1) hn
    simp only [one_mul, intervalIntegral.integral_const, smul_eq_mul, mul_one] at h
    exact h.trans (by ring)

/-- For `n` in `[0, 1]` the Fermi sea has energy `-(2t/π) sin(πn)` per site. -/
theorem energy_fermiSea (t : ℝ) {n : ℝ} (hn : n ∈ Set.Icc (0 : ℝ) 1) :
    energy t (fermiSea n) = -(2 * t / π) * Real.sin (π * n) := by
  have h : ∫ k in (-(π * n))..(π * n), band t k = -4 * t * Real.sin (π * n) := by
    simp only [band, intervalIntegral.integral_const_mul, integral_cos, Real.sin_neg]
    ring
  rw [energy, integral_mul_fermiSea (band t) hn, h]
  ring
```

Q: And the sign argument at each momentum?

A: That is `exchange_nonneg`, with `x` in the role of $f(k)$. It splits on $|k|\le\pi n$, as above. In each case the product is $2t$ times a cosine difference times either $1-x$ or $x$, all non-negative.

```lean
/-- For `t ≥ 0` and `n` in `[0, 1]`, changing the Fermi sea at a momentum `k` in `[-π, π]` to an
occupation `x` in `[0, 1]` costs no negative energy, measured from the Fermi level. -/
theorem exchange_nonneg {t n k x : ℝ} (ht : 0 ≤ t) (hn : n ∈ Set.Icc (0 : ℝ) 1)
    (hk : |k| ≤ π) (hx : x ∈ Set.Icc (0 : ℝ) 1) :
    0 ≤ (band t k - band t (π * n)) * (x - fermiSea n k) := by
  have h0 : 0 ≤ π * n := mul_nonneg Real.pi_pos.le hn.1
  have h1 : π * n ≤ π := mul_le_of_le_one_right Real.pi_pos.le hn.2
  by_cases h : |k| ≤ π * n
  · have hc : Real.cos (π * n) ≤ Real.cos k := by
      rw [← Real.cos_abs k]
      exact Real.cos_le_cos_of_nonneg_of_le_pi (abs_nonneg k) h1 h
    have := mul_nonneg (mul_nonneg ht (sub_nonneg.2 hc)) (sub_nonneg.2 hx.2)
    rw [fermiSea, if_pos h]
    unfold band
    nlinarith [this]
  · have hc : Real.cos k ≤ Real.cos (π * n) := by
      rw [← Real.cos_abs k]
      exact Real.cos_le_cos_of_nonneg_of_le_pi h0 hk (not_le.mp h).le
    have := mul_nonneg (mul_nonneg ht (sub_nonneg.2 hc)) hx.1
    rw [fermiSea, if_neg h]
    unfold band
    nlinarith [this]
```

Q: You then integrated a difference term by term. Is that allowed for any measurable $f$?

A: Yes, because $f$ is bounded by 1 on a finite interval and is therefore integrable. Multiplying by the continuous band preserves this.

```lean
/-- Every occupation is integrable over `[-π, π]`. -/
theorem IsOccupation.integrable {n : ℝ} {f : ℝ → ℝ} (hf : IsOccupation n f) :
    IntervalIntegrable f volume (-π) π := by
  have h1 : IntervalIntegrable (fun _ : ℝ => (1 : ℝ)) volume (-π) π := intervalIntegrable_const
  refine h1.mono_fun hf.measurable.aestronglyMeasurable
    ((ae_restrict_iff' measurableSet_uIoc).2 (ae_of_all _ fun k hk => ?_))
  rw [Set.uIoc_of_le (by linarith [Real.pi_pos])] at hk
  have hb := hf.pauli k ⟨hk.1.le, hk.2⟩
  show ‖f k‖ ≤ ‖(1 : ℝ)‖
  rw [Real.norm_eq_abs, norm_one, abs_of_nonneg hb.1]
  exact hb.2
```

With that in hand, `integral_exchange` is the displayed identity: expand the product, integrate each part, and let the equal fillings remove the $\mu$ term.

```lean
/-- For `n` in `[0, 1]`, the energy of an occupation above the Fermi sea of equal filling is the
momentum average of the exchange cost. -/
theorem integral_exchange (t : ℝ) {n : ℝ} {f : ℝ → ℝ} (hn : n ∈ Set.Icc (0 : ℝ) 1)
    (hf : IsOccupation n f) :
    ∫ k in (-π)..π, (band t k - band t (π * n)) * (f k - fermiSea n k)
      = 2 * π * (energy t f - energy t (fermiSea n)) := by
  have hs := isOccupation_fermiSea hn
  have hb : Continuous (band t) := by unfold band; fun_prop
  have A : IntervalIntegrable (fun k => band t k * f k) volume (-π) π :=
    hf.integrable.continuousOn_mul hb.continuousOn
  have B : IntervalIntegrable (fun k => band t k * fermiSea n k) volume (-π) π :=
    hs.integrable.continuousOn_mul hb.continuousOn
  have AB : IntervalIntegrable (fun k => band t k * f k - band t k * fermiSea n k)
      volume (-π) π := A.sub B
  have D : IntervalIntegrable (fun k => f k - fermiSea n k) volume (-π) π :=
    hf.integrable.sub hs.integrable
  have C : IntervalIntegrable (fun k => band t (π * n) * (f k - fermiSea n k))
      volume (-π) π := D.const_mul _
  have hE : ∀ g : ℝ → ℝ, ∫ k in (-π)..π, band t k * g k = 2 * π * energy t g := by
    intro g
    have hp := Real.pi_ne_zero
    unfold energy
    field_simp
  have e : (fun k => (band t k - band t (π * n)) * (f k - fermiSea n k)) = fun k =>
      (band t k * f k - band t k * fermiSea n k) - band t (π * n) * (f k - fermiSea n k) := by
    funext k
    ring
  -- the Fermi-level term drops out because both fillings are equal
  rw [e, intervalIntegral.integral_sub AB C, intervalIntegral.integral_sub A B,
    intervalIntegral.integral_const_mul,
    intervalIntegral.integral_sub hf.integrable hs.integrable, hf.filling, hs.filling,
    hE f, hE (fermiSea n)]
  ring
```

The minimum follows. The Fermi sea attains the value, and the non-negative integral shows that nothing lies below it.

```lean
/-- Bathtub principle for the chain: for `t ≥ 0` and `n` in `[0, 1]`, the minimum of the energy per
site over all occupations with filling `n` is `-(2t/π) sin(πn)`. -/
theorem bathtub {t n : ℝ} (ht : 0 ≤ t) (hn : n ∈ Set.Icc (0 : ℝ) 1) :
    IsLeast (energy t '' {f | IsOccupation n f}) (-(2 * t / π) * Real.sin (π * n)) := by
  refine ⟨⟨fermiSea n, isOccupation_fermiSea hn, energy_fermiSea t hn⟩, ?_⟩
  rintro _ ⟨f, hf, rfl⟩
  have hf' : IsOccupation n f := hf
  have h : 0 ≤ ∫ k in (-π)..π, (band t k - band t (π * n)) * (f k - fermiSea n k) :=
    intervalIntegral.integral_nonneg (by linarith [Real.pi_pos])
      fun k hk => exchange_nonneg ht hn (abs_le.mpr hk) (hf'.pauli k hk)
  rw [integral_exchange t hn hf'] at h
  rw [← energy_fermiSea t hn]
  exact sub_nonneg.mp (nonneg_of_mul_nonneg_right h (by positivity))
```

Q: Why should the minimiser be unique? Partial filling right at the Fermi level costs nothing.

A: True, but for $t>0$ only the momenta $\pm\pi n$ lie at that level, and they have measure zero. If $E[f]=E[F]$, a non-negative function has zero integral, so it vanishes almost everywhere. Away from $\pm\pi n$ the factor $\varepsilon(k)-\mu$ is non-zero, since cosine is injective on $[0,\pi]$, and so $f(k)=F(k)$. At $t=0$ the band is flat and every occupation ties.

```lean
/-- For `t > 0` and `n` in `[0, 1]`, an occupation that attains the minimum is the Fermi sea at
almost every momentum of the Brillouin zone. -/
theorem minimiser_unique {t n : ℝ} {f : ℝ → ℝ} (ht : 0 < t) (hn : n ∈ Set.Icc (0 : ℝ) 1)
    (hf : IsOccupation n f) (hE : energy t f = -(2 * t / π) * Real.sin (π * n)) :
    ∀ᵐ k : ℝ, k ∈ Set.Ioc (-π) π → f k = fermiSea n k := by
  have hI := integral_exchange t hn hf
  rw [hE, energy_fermiSea t hn, sub_self, mul_zero] at hI
  have hb : Continuous (fun k => band t k - band t (π * n)) := by unfold band; fun_prop
  have D : IntervalIntegrable (fun k => f k - fermiSea n k) volume (-π) π :=
    hf.integrable.sub (isOccupation_fermiSea hn).integrable
  -- a non-negative function with zero integral vanishes almost everywhere
  have h := (intervalIntegral.integral_eq_zero_iff_of_le_of_nonneg_ae
    (by linarith [Real.pi_pos])
    ((ae_restrict_iff' measurableSet_Ioc).2 (ae_of_all _ fun k hk =>
      exchange_nonneg ht.le hn (abs_le.mpr ⟨hk.1.le, hk.2⟩) (hf.pauli k ⟨hk.1.le, hk.2⟩)))
    (D.continuousOn_mul hb.continuousOn)).1 hI
  have h' := (ae_restrict_iff' measurableSet_Ioc).1 h
  have hne : ∀ a : ℝ, ∀ᵐ k : ℝ, k ≠ a := fun a => by simp [ae_iff]
  filter_upwards [h', hne (π * n), hne (-(π * n))] with k hk h1 h2 hmem
  have hz : (band t k - band t (π * n)) * (f k - fermiSea n k) = 0 := hk hmem
  rcases mul_eq_zero.mp hz with h3 | h3
  · -- the band meets the Fermi level only at the two Fermi points
    have hc : Real.cos |k| = Real.cos (π * n) := by
      rw [Real.cos_abs]
      unfold band at h3
      exact mul_left_cancel₀ ht.ne' (by linarith)
    have ha : |k| = π * n := Real.injOn_cos
      ⟨abs_nonneg k, abs_le.mpr ⟨hmem.1.le, hmem.2⟩⟩
      ⟨mul_nonneg Real.pi_pos.le hn.1, mul_le_of_le_one_right Real.pi_pos.le hn.2⟩ hc
    rcases eq_or_eq_neg_of_abs_eq ha with h4 | h4
    · exact absurd h4 h1
    · exact absurd h4 h2
  · exact sub_eq_zero.mp h3
```

Q: And convexity?

A: Sine is strictly concave on $[0,\pi]$. For $x\ne y$ in $[0,1]$ and weights $a,b>0$ with $a+b=1$,
$$\sin(\pi(ax+by))>a\sin(\pi x)+b\sin(\pi y).$$
Multiplying by $-2t/\pi<0$ reverses the inequality. The proof uses `bathtub` to replace the infimum by the formula at the three fillings, then does exactly this.

```lean
/-- For `t > 0` the ground-state energy per site is strictly convex in the filling on `[0, 1]`. -/
theorem groundEnergy_strictConvex {t : ℝ} (ht : 0 < t) :
    StrictConvexOn ℝ (Set.Icc (0 : ℝ) 1) (groundEnergy t) := by
  have hm : ∀ x ∈ Set.Icc (0 : ℝ) 1, π * x ∈ Set.Icc 0 π := fun x hx =>
    ⟨mul_nonneg Real.pi_pos.le hx.1, mul_le_of_le_one_right Real.pi_pos.le hx.2⟩
  refine ⟨convex_Icc 0 1, fun x hx y hy hxy a b ha hb hab => ?_⟩
  have hz := convex_Icc (0 : ℝ) 1 hx hy ha.le hb.le hab
  have hs := strictConcaveOn_sin_Icc.2 (hm x hx) (hm y hy)
    (fun h => hxy (mul_left_cancel₀ Real.pi_ne_zero h)) ha hb hab
  have hc : 0 < 2 * t / π := by positivity
  unfold groundEnergy
  rw [(bathtub ht.le hz).csInf_eq, (bathtub ht.le hx).csInf_eq, (bathtub ht.le hy).csInf_eq]
  simp only [smul_eq_mul] at hs ⊢
  rw [show π * (a * x + b * y) = a * (π * x) + b * (π * y) by ring]
  nlinarith [mul_lt_mul_of_pos_left hs hc]
```

Q: Why does the derivative need $0<n<1$?

A: Outside $[0,1]$ there are no occupations, and Lean gives the infimum of an empty set the value 0, so a two-sided derivative at an endpoint would compare physics with a convention. Inside, the formula holds in a whole neighbourhood of $n$, and
$$\frac{d}{dn}\Big[-\frac{2t}{\pi}\sin(\pi n)\Big]=-2t\cos(\pi n)=\varepsilon(\pi n).$$

```lean
/-- For `t ≥ 0` and `0 < n < 1`, the derivative of the ground-state energy with respect to the
filling is the band energy at the Fermi point `πn`. -/
theorem chemical_potential {t n : ℝ} (ht : 0 ≤ t) (hn : n ∈ Set.Ioo (0 : ℝ) 1) :
    HasDerivAt (groundEnergy t) (band t (π * n)) n := by
  have h1 : HasDerivAt (fun x : ℝ => π * x) π n := by
    simpa using (hasDerivAt_id' n).const_mul π
  have h : HasDerivAt (fun x => -(2 * t / π) * Real.sin (π * x)) (band t (π * n)) n := by
    refine (h1.sin.const_mul (-(2 * t / π))).congr_deriv ?_
    have hp : π * π⁻¹ = 1 := mul_inv_cancel₀ Real.pi_ne_zero
    unfold band
    linear_combination (-2 * t * Real.cos (π * n)) * hp
  refine h.congr_of_eventuallyEq ?_
  filter_upwards [Icc_mem_nhds hn.1 hn.2] with x hx
  exact (bathtub ht hx).csInf_eq

end

end ChainBathtub
```

```lean
#print axioms ChainBathtub.energy_fermiSea
-- 'ChainBathtub.energy_fermiSea' depends on axioms: [propext, Classical.choice, Quot.sound]
#print axioms ChainBathtub.minimiser_unique
-- 'ChainBathtub.minimiser_unique' depends on axioms: [propext, Classical.choice, Quot.sound]
#print axioms ChainBathtub.groundEnergy_strictConvex
-- 'ChainBathtub.groundEnergy_strictConvex' depends on axioms: [propext, Classical.choice, Quot.sound]
#print axioms ChainBathtub.chemical_potential
-- 'ChainBathtub.chemical_potential' depends on axioms: [propext, Classical.choice, Quot.sound]
```

Q: Where would I meet this in a calculation?

A: In a lattice local-density approximation for non-interacting spinless fermions, where $e(n)=-(2t/\pi)\sin(\pi n)$ can serve as the kinetic energy per site at the local density. With $t>0$ and a site potential $v_i$, minimising $\sum_i[e(n_i)+v_in_i]$ at fixed particle number gives $-2t\cos(\pi n_i)+v_i=\mu$ wherever $0<n_i<1$; here $\mu$ is the common chemical potential. A code can evaluate
$$n_i=\frac1\pi\arccos\frac{v_i-\mu}{2t},$$
with the argument clipped to $[-1,1]$, and adjust $\mu$ by bisection until the densities sum to the particle number. Strict convexity of $e$ is what makes each $n_i$ a single-valued function of $\mu-v_i$.
